# The Murnaghan volume is an upper bound when the bulk modulus rises with slope at most B1

How large can the volume of a solid still be at pressure P, if its bulk modulus grows with pressure no faster than a known rate? Here the isotherm is described with pressure as the independent variable: volume V and bulk modulus B are functions of P on P ≥ 0, at a fixed temperature that does not appear explicitly. The usual definition B = −V dP/dV then becomes the differential equation

V′(P) = −V(P)/B(P).

The rate is capped by a dimensionless constant B1 > 0, which limits how fast the solid stiffens under compression. If B′(P) ≤ B1 for all P ≥ 0, then

V(P) ≤ V(0) (1 + B1 P/B(0))^(−1/B1) for every P ≥ 0.

```lean
import Mathlib

open Set

namespace MurnaghanBound

noncomputable section
```

## Isotherms and the Murnaghan formula

`IsIsotherm V B` collects the physical assumptions: V and B are positive for P ≥ 0, and the differential equation holds there. In Lean both are functions on all real numbers, but nothing is required of them at negative pressure. `HasDerivWithinAt … (Ici 0) P` is the derivative within [0, ∞), which is the ordinary derivative for P > 0 and the right-hand one at P = 0. Since V is differentiable, a first-order transition with a volume jump is excluded.

```lean
/-- An isotherm on pressures `P ≥ 0`: the volume `V` and the bulk modulus `B` are positive and
`dV/dP = -V/B`, with the one-sided derivative at `P = 0`. -/
structure IsIsotherm (V B : ℝ → ℝ) : Prop where
  vol_pos : ∀ P, 0 ≤ P → 0 < V P
  mod_pos : ∀ P, 0 ≤ P → 0 < B P
  law : ∀ P, 0 ≤ P → HasDerivWithinAt V (-(V P / B P)) (Ici 0) P
```

If the modulus is exactly B0 + B1 P, then dV/V = −dP/(B0 + B1 P). Integrating from zero pressure, where the volume is V0, gives

ln(V/V0) = −(1/B1) ln(1 + B1 P/B0),

which is the Murnaghan volume. The constant B1 is often written B0′ in textbooks.

```lean
/-- The Murnaghan volume `V0 (1 + B1 P / B0)^(-1/B1)`, meant for `B0, B1 > 0` and `P ≥ 0`. -/
def murnaghanVolume (V0 B0 B1 P : ℝ) : ℝ := V0 * (1 + B1 * P / B0) ^ (-1 / B1)
```

At P = 0 the bracket is 1, and so is its power, which leaves V0.

```lean
/-- At zero pressure the Murnaghan volume is `V0`. -/
theorem murnaghanVolume_zero (V0 B0 B1 : ℝ) : murnaghanVolume V0 B0 B1 0 = V0 := by
  simp [murnaghanVolume]
```

## From a slope bound to a bound on the modulus

Suppose B′(P) ≤ c for all P ≥ 0. Then

(B(P) − cP)′ = B′(P) − c ≤ 0,

so B(P) − cP never increases. Comparing its value at P with its value at 0 gives

B(P) ≤ B(0) + cP.

In Lean, `B'` is a separate function, and the hypothesis `hB` states that it is the derivative of `B`. The lemma `antitoneOn_of_hasDerivWithinAt_nonpos` turns the sign of the derivative into monotonicity.

```lean
/-- If the pressure derivative of the bulk modulus is at most `c` for all `P ≥ 0`, then
`B(P) ≤ B(0) + c P` for `P ≥ 0`. -/
theorem modulus_le_linear {B B' : ℝ → ℝ} {c : ℝ}
    (hB : ∀ P, 0 ≤ P → HasDerivWithinAt B (B' P) (Ici 0) P)
    (hc : ∀ P, 0 ≤ P → B' P ≤ c) {P : ℝ} (hP : 0 ≤ P) : B P ≤ B 0 + c * P := by
  have hd : ∀ p, 0 ≤ p →
      HasDerivWithinAt (fun p => B p - c * p) (B' p - c) (Ici 0) p := fun p hp =>
    ((hB p hp).sub ((hasDerivAt_id' p).const_mul c).hasDerivWithinAt).congr_deriv
      (by rw [mul_one])
  -- `B(P) - c P` never increases
  have anti := antitoneOn_of_hasDerivWithinAt_nonpos (convex_Ici (0 : ℝ))
    (fun p hp => (hd p (mem_Ici.1 hp)).continuousWithinAt)
    (fun p hp => (hd p (mem_Ici.1 (interior_subset hp))).mono interior_subset)
    (fun p hp => sub_nonpos.2 (hc p (mem_Ici.1 (interior_subset hp))))
  have h := anti (mem_Ici.2 le_rfl) (mem_Ici.2 hP) hP
  simp only [mul_zero, sub_zero] at h
  linarith
```

## Comparing two materials

Let a second isotherm have volume W and bulk modulus C (not an elastic constant or a heat capacity), with B(P) ≤ C(P) for all P ≥ 0. The quotient rule gives

(V/W)′ = (V′W − VW′)/W²
= (−VW/B + VW/C)/W²
= (V/W)(1/C − 1/B).

The ratio V/W is positive, and B ≤ C means 1/C ≤ 1/B, so the derivative is at most zero. Relative to the stiffer material, the softer one loses volume or keeps pace. The proof establishes the derivative formula as `hd`, then uses the same monotonicity lemma as before. Neither modulus needs to be differentiable here.

```lean
/-- If one material has at every pressure `P ≥ 0` a bulk modulus no larger than another's, the ratio
of its volume to the other's never increases with pressure on `P ≥ 0`. -/
theorem volume_ratio_antitone {V B W C : ℝ → ℝ} (hV : IsIsotherm V B) (hW : IsIsotherm W C)
    (hBC : ∀ P, 0 ≤ P → B P ≤ C P) : AntitoneOn (fun P => V P / W P) (Ici 0) := by
  have hd : ∀ P, 0 ≤ P → HasDerivWithinAt (fun p => V p / W p)
      (V P / W P * (1 / C P - 1 / B P)) (Ici 0) P := by
    intro P hP
    have hw := (hW.vol_pos P hP).ne'
    have e : W P * (W P)⁻¹ = 1 := mul_inv_cancel₀ hw
    refine ((hV.law P hP).div (hW.law P hP) hw).congr_deriv ?_
    linear_combination (V P * (W P)⁻¹ * ((C P)⁻¹ - (B P)⁻¹)) * e
  refine antitoneOn_of_hasDerivWithinAt_nonpos (convex_Ici (0 : ℝ))
    (fun p hp => (hd p (mem_Ici.1 hp)).continuousWithinAt)
    (fun p hp => (hd p (mem_Ici.1 (interior_subset hp))).mono interior_subset) ?_
  intro p hp
  have hp0 : 0 ≤ p := mem_Ici.1 (interior_subset hp)
  -- the softer material has the larger compressibility
  have h1 : 1 / C p ≤ 1 / B p := one_div_le_one_div_of_le (hV.mod_pos p hp0) (hBC p hp0)
  exact mul_nonpos_of_nonneg_of_nonpos
    (div_pos (hV.vol_pos p hp0) (hW.vol_pos p hp0)).le (sub_nonpos.2 h1)
```

If the volumes agree at zero pressure, the ratio starts at 1. Hence V(P)/W(P) ≤ 1, and multiplying by W(P) > 0 gives V(P) ≤ W(P).

```lean
/-- Of two materials with equal volume at zero pressure, the one whose bulk modulus is nowhere
larger on `P ≥ 0` has the smaller or equal volume at every `P ≥ 0`. -/
theorem volume_le_of_modulus_le {V B W C : ℝ → ℝ} (hV : IsIsotherm V B) (hW : IsIsotherm W C)
    (hBC : ∀ P, 0 ≤ P → B P ≤ C P) (h0 : V 0 = W 0) {P : ℝ} (hP : 0 ≤ P) : V P ≤ W P := by
  have h : V P / W P ≤ V 0 / W 0 :=
    volume_ratio_antitone hV hW hBC (mem_Ici.2 le_rfl) (mem_Ici.2 hP) hP
  rw [h0, div_self (hW.vol_pos 0 le_rfl).ne', div_le_one (hW.vol_pos P hP)] at h
  exact h
```

## The Murnaghan volume as an isotherm

To use the Murnaghan volume as the second material, one has to check that it obeys the same differential equation. Write X = 1 + B1 P/B0, which is positive for P ≥ 0, and W = V0 X^(−1/B1). By the chain rule,

W′ = V0 · (−1/B1) · (B1/B0) · X^(−1/B1 − 1)
= −W/(B0 X)
= −W/(B0 + B1 P).

So W is an isotherm with modulus B0 + B1 P. In the proof, `h1` and `h2` are the two stages of the chain rule, `key` cancels B1, and `hC` rewrites B0 X as B0 + B1 P. Because this modulus has slope exactly B1, the Murnaghan isotherm satisfies the hypotheses of the upper bound and attains it.

```lean
/-- For `V0, B0, B1 > 0` the Murnaghan volume is an isotherm with bulk modulus `B0 + B1 P`. -/
theorem murnaghan_isIsotherm {V0 B0 B1 : ℝ} (hV0 : 0 < V0) (hB0 : 0 < B0) (hB1 : 0 < B1) :
    IsIsotherm (murnaghanVolume V0 B0 B1) (fun P => B0 + B1 * P) := by
  have hX : ∀ P : ℝ, 0 ≤ P → 0 < 1 + B1 * P / B0 := fun P hP => by positivity
  refine ⟨fun P hP => mul_pos hV0 (Real.rpow_pos_of_pos (hX P hP) _),
    fun P hP => by positivity, fun P hP => ?_⟩
  have h1 : HasDerivAt (fun p : ℝ => 1 + B1 * p / B0) (B1 / B0) P :=
    ((((hasDerivAt_id' P).const_mul B1).div_const B0).const_add 1).congr_deriv
      (by rw [mul_one])
  have h2 : HasDerivAt (fun p : ℝ => V0 * (1 + B1 * p / B0) ^ (-1 / B1))
      (V0 * (B1 / B0 * (-1 / B1) * (1 + B1 * P / B0) ^ (-1 / B1 - 1))) P :=
    (h1.rpow_const (Or.inl (hX P hP).ne')).const_mul V0
  have key : ∀ X y : ℝ,
      V0 * (B1 / B0 * (-1 / B1) * (y / X)) = -(V0 * y / (B0 * X)) := fun X y => by
    linear_combination (-(V0 * y * X⁻¹ * B0⁻¹)) * mul_inv_cancel₀ hB1.ne'
  have hC : B0 * (1 + B1 * P / B0) = B0 + B1 * P := by
    linear_combination (B1 * P) * mul_inv_cancel₀ hB0.ne'
  rw [Real.rpow_sub_one (hX P hP).ne', key, hC] at h2
  exact h2.hasDerivWithinAt
```

## The upper bound

Take V0 = V(0) and B0 = B(0). The slope bound gives B(P) ≤ B(0) + B1 P, which is the modulus of the Murnaghan isotherm. The two volumes agree at P = 0, so the comparison of materials yields the claim. The Lean proof is this chain of lemmas, applied in a single term.

For a smooth single-phase isotherm whose B′ never exceeds its zero-pressure value B′(0) > 0, the theorem applies with B1 = B′(0): a Murnaghan curve extrapolated from the exact zero-pressure values of V, B and B′ then never underestimates the volume. Parameters from an electronic-structure calculation can be inserted in the same formula, but the theorem does not cover their errors. For a real solid it also has to be established that B′ nowhere exceeds the chosen B1; a value fitted near zero pressure does not show this.

```lean
/-- Murnaghan upper bound: if `dB/dP ≤ B1` for all `P ≥ 0`, with `B1 > 0`, then the volume at
every `P ≥ 0` is at most the Murnaghan volume with the same `V(0)` and `B(0)`. -/
theorem volume_le_murnaghan {V B B' : ℝ → ℝ} {B1 : ℝ} (h : IsIsotherm V B) (hB1 : 0 < B1)
    (hB : ∀ P, 0 ≤ P → HasDerivWithinAt B (B' P) (Ici 0) P)
    (hB' : ∀ P, 0 ≤ P → B' P ≤ B1) {P : ℝ} (hP : 0 ≤ P) :
    V P ≤ murnaghanVolume (V 0) (B 0) B1 P :=
  volume_le_of_modulus_le h
    (murnaghan_isIsotherm (h.vol_pos 0 le_rfl) (h.mod_pos 0 le_rfl) hB1)
    (fun _ hp => modulus_le_linear hB hB' hp) (murnaghanVolume_zero _ _ _).symm hP
```

## The lower bound

If instead B′(P) ≥ B1 for all P ≥ 0, apply the slope bound to −B, whose derivative is at most −B1:

−B(P) ≤ −B(0) − B1 P, that is, B(0) + B1 P ≤ B(P).

Now the Murnaghan isotherm is the softer material, and the comparison with exchanged roles makes its volume a lower bound.

```lean
/-- Murnaghan lower bound: if `dB/dP ≥ B1` for all `P ≥ 0`, with `B1 > 0`, then the volume at
every `P ≥ 0` is at least the Murnaghan volume with the same `V(0)` and `B(0)`. -/
theorem murnaghan_le_volume {V B B' : ℝ → ℝ} {B1 : ℝ} (h : IsIsotherm V B) (hB1 : 0 < B1)
    (hB : ∀ P, 0 ≤ P → HasDerivWithinAt B (B' P) (Ici 0) P)
    (hB' : ∀ P, 0 ≤ P → B1 ≤ B' P) {P : ℝ} (hP : 0 ≤ P) :
    murnaghanVolume (V 0) (B 0) B1 P ≤ V P := by
  refine volume_le_of_modulus_le
    (murnaghan_isIsotherm (h.vol_pos 0 le_rfl) (h.mod_pos 0 le_rfl) hB1) h
    (fun p hp => ?_) (murnaghanVolume_zero _ _ _) hP
  have h1 : -B p ≤ -B 0 + -B1 * p :=
    modulus_le_linear (B := fun q => -B q) (B' := fun q => -B' q)
      (fun q hq => (hB q hq).neg) (fun q hq => neg_le_neg (hB' q hq)) hp
  linarith
```

## When the upper bound is attained

Return to B′ ≤ B1, let W be the Murnaghan volume with the same V(0) and B(0), and suppose V(P) = W(P) at one pressure P > 0. For any q in [0, P], the ratio V/W does not increase between q and P, so

1 = V(P)/W(P) ≤ V(q)/W(q).

Thus W(q) ≤ V(q), while the upper bound gives V(q) ≤ W(q). The volumes agree on all of [0, P], and so do their slopes:

V(q)/B(q) = V(q)/(B(0) + B1 q).

Since V(q) > 0, it follows that B(q) = B(0) + B1 q. A single contact at positive pressure therefore fixes the whole isotherm up to that pressure, but says nothing about higher pressures. Contact at P = 0 is automatic and carries no such information.

In Lean, `hvol` is the agreement of volumes. The derivatives are then restricted to `Icc 0 P`, where `uniqueDiffOn_Icc` guarantees that they are unique, including at the endpoints, and `hs` equates them.

```lean
/-- Equality case: let `dB/dP ≤ B1` for all `P ≥ 0`, with `B1 > 0`. If the volume equals the
Murnaghan volume with the same `V(0)` and `B(0)` at one pressure `P > 0`, then at every `q` in
`[0, P]` the volume is that Murnaghan volume and the bulk modulus is `B(0) + B1 q`. -/
theorem murnaghan_of_volume_eq {V B B' : ℝ → ℝ} {B1 : ℝ} (h : IsIsotherm V B) (hB1 : 0 < B1)
    (hB : ∀ P, 0 ≤ P → HasDerivWithinAt B (B' P) (Ici 0) P)
    (hB' : ∀ P, 0 ≤ P → B' P ≤ B1) {P : ℝ} (hP : 0 < P)
    (heq : V P = murnaghanVolume (V 0) (B 0) B1 P) :
    ∀ q ∈ Icc 0 P, V q = murnaghanVolume (V 0) (B 0) B1 q ∧ B q = B 0 + B1 * q := by
  have hM := murnaghan_isIsotherm (h.vol_pos 0 le_rfl) (h.mod_pos 0 le_rfl) hB1
  -- the volume ratio never increases and is 1 at `P`, so it is at least 1 before `P`
  have hvol : ∀ q ∈ Icc 0 P, V q = murnaghanVolume (V 0) (B 0) B1 q := by
    intro q hq
    have h1 : V P / murnaghanVolume (V 0) (B 0) B1 P
        ≤ V q / murnaghanVolume (V 0) (B 0) B1 q :=
      volume_ratio_antitone h hM (fun _ hp => modulus_le_linear hB hB' hp)
        (mem_Ici.2 hq.1) (mem_Ici.2 hP.le) hq.2
    rw [heq, div_self (hM.vol_pos P hP.le).ne', one_le_div (hM.vol_pos q hq.1)] at h1
    exact le_antisymm (volume_le_murnaghan h hB1 hB hB' hq.1) h1
  intro q hq
  refine ⟨hvol q hq, ?_⟩
  -- equal volumes on an interval have equal slopes, hence equal moduli
  have hu := uniqueDiffOn_Icc hP q hq
  have d1 := (h.law q hq.1).mono (Icc_subset_Ici_self : Icc 0 P ⊆ Ici 0)
  have d2 := ((hM.law q hq.1).mono (Icc_subset_Ici_self : Icc 0 P ⊆ Ici 0)).congr
    hvol (hvol q hq)
  have hs : -(V q / B q) = -(murnaghanVolume (V 0) (B 0) B1 q / (B 0 + B1 * q)) :=
    (d1.derivWithin hu).symm.trans (d2.derivWithin hu)
  have hC : 0 < B 0 + B1 * q := hM.mod_pos q hq.1
  rw [← hvol q hq, neg_inj, div_eq_div_iff (h.mod_pos q hq.1).ne' hC.ne'] at hs
  exact (mul_left_cancel₀ (h.vol_pos q hq.1).ne' hs).symm

end

end MurnaghanBound
```

```lean
#print axioms MurnaghanBound.volume_le_murnaghan
-- 'MurnaghanBound.volume_le_murnaghan' depends on axioms: [propext, Classical.choice, Quot.sound]
#print axioms MurnaghanBound.murnaghan_le_volume
-- 'MurnaghanBound.murnaghan_le_volume' depends on axioms: [propext, Classical.choice, Quot.sound]
#print axioms MurnaghanBound.murnaghan_of_volume_eq
-- 'MurnaghanBound.murnaghan_of_volume_eq' depends on axioms: [propext, Classical.choice, Quot.sound]
```
